# Density-operator evolution takes A to A cos ωt + B sin ωt when [H, A] = iωB and [H, B] = −iωA

The declaration `rotation` states the rotation rule of the product operator formalism: if [H, A] = iωB and [H, B] = −iωA, then exp(−iHt) A exp(iHt) = cos(ωt) A + sin(ωt) B. Here H is a time-independent Hamiltonian in angular frequency units, and H, A and B are finite complex square matrices. The time t is real, ω may be complex, and none of the matrices is required to be Hermitian or normalised. The proof applies the reverse evolution to the claimed result and shows that the product, `G`, has zero derivative, so that it always equals its value at time zero, which is A. It then puts `G t` in place of A in the evolved operator and cancels the exponentials.

This version doesn't compile in Lean 4 with Mathlib:

```lean
import Mathlib

open Complex (I cos sin)
open scoped Real Kronecker

namespace Rotation

noncomputable section

variable {n : Type*} [Fintype n] [DecidableEq n]

/-- Forward and backward propagators generated by the same matrix cancel. -/
theorem exp_cancel (t : ℂ) (X : Matrix n n ℂ) :
    NormedSpace.exp (t • (-X)) * NormedSpace.exp (t • X) = 1 := by
  have hc : Commute (t • (-X)) (t • X) :=
    (((Commute.refl X).neg_left).smul_left t).smul_right t
  have h0 : t • (-X) + t • X = 0 := by module
  rw [← Matrix.exp_add_of_commute _ _ hc, h0, NormedSpace.exp_zero]

/-- Evolution of a density operator `ρ` for a time `t` under the Hamiltonian `H`
(in angular frequency units): `ρ ↦ exp(-iHt) ρ exp(iHt)`. -/
def evolve (H : Matrix n n ℂ) (t : ℝ) : Matrix n n ℂ →ₗ[ℂ] Matrix n n ℂ where
  toFun ρ := NormedSpace.exp ((t : ℂ) • (-(I • H))) * ρ * NormedSpace.exp ((t : ℂ) • (I • H))
  map_add' A B := by rw [mul_add, add_mul]
  map_smul' c A := by rw [mul_smul_comm, smul_mul_assoc, RingHom.id_apply]

open scoped Matrix.Norms.Operator in
/-- Rotation rule of the product operator formalism: if `[H, A] = iωB` and `[H, B] = -iωA`,
then `A` evolves into `cos(ωt) A + sin(ωt) B`. -/
theorem rotation {H A B : Matrix n n ℂ} (ω : ℂ) (t : ℝ)
    (hA : H * A - A * H = (I * ω) • B) (hB : H * B - B * H = (-(I * ω)) • A) :
    evolve H t A = cos (ω * t) • A + sin (ω * t) • B := by
  have alg : ∀ e X m m' f : Matrix n n ℂ, X * m + m' - m * X = 0 →
      (e * X * m + e * m') * f + e * m * (-X * f) = 0 := by
    intro e X m m' f h
    have h' : (e * X * m + e * m') * f + e * m * (-X * f)
        = e * (X * m + m' - m * X) * f := by noncomm_ring
    rw [h', h, mul_zero, zero_mul]
  have e1 : I • (H * A - A * H) = (-ω) • B := by
    rw [hA, smul_smul, ← mul_assoc, Complex.I_mul_I, neg_one_mul]
  have e2 : I • (H * B - B * H) = ω • A := by
    rw [hB, smul_smul, mul_neg, ← mul_assoc, Complex.I_mul_I, neg_one_mul, neg_neg]
  -- rotating the claimed result back in time gives something constant
  let G : ℂ → Matrix n n ℂ := fun z => NormedSpace.exp (z • (I • H)) *
    (cos (ω * z) • A + sin (ω * z) • B) * NormedSpace.exp (z • (-(I • H)))
  have hd : ∀ z, HasDerivAt G 0 z := by
    intro z
    have h1 := hasDerivAt_exp_smul_const (I • H) z
    have h2 := hasDerivAt_exp_smul_const' (-(I • H)) z
    have hl : HasDerivAt (fun z : ℂ => ω * z) ω z := by
      simpa using (hasDerivAt_id' z).const_mul ω
    have hm := (hl.ccos.smul_const A).fun_add (hl.csin.smul_const B)
    refine ((h1.fun_mul hm).fun_mul h2).congr_deriv (alg _ _ _ _ _ ?_)
    simp only [mul_add, add_mul, smul_mul_assoc, mul_smul_comm]
    linear_combination (norm := module) cos (ω * z) • e1 + sin (ω * z) • e2
  have hG : G t = A := by
    rw [is_const_of_deriv_eq_zero (fun z => (hd z).differentiableAt)
      (fun z => (hd z).deriv) (t : ℂ) 0]
    simp [G]
  have hc := exp_cancel (t : ℂ) (I • H)
  change NormedSpace.exp _ * A * NormedSpace.exp _ = _
  rw [← hG]
  simp only [G, mul_assoc]
  rw [hc, mul_one, ← mul_assoc, hc, one_mul]

end

end Rotation
```

The compiler's answer:

```
Main.lean:32:56: error: unsolved goals
n : Type u_1
inst✝¹ : Fintype n
inst✝ : DecidableEq n
H A B : Matrix n n ℂ
ω : ℂ
t : ℝ
hA : H * A - A * H = (I * ω) • B
hB : H * B - B * H = -(I * ω) • A
alg : ∀ (e X m m' f : Matrix n n ℂ), X * m + m' - m * X = 0 → (e * X * m + e * m') * f + e * m * (-X * f) = 0
e1 : I • (H * A - A * H) = -ω • B
e2 : I • (H * B - B * H) = ω • A
G : ℂ → Matrix n n ℂ :=
  fun z => NormedSpace.exp (z • I • H) * (cos (ω * z) • A + sin (ω * z) • B) * NormedSpace.exp (z • -(I • H))
hd : ∀ (z : ℂ), HasDerivAt G 0 z
hG : G ↑t = A
hc : NormedSpace.exp (↑t • -(I • H)) * NormedSpace.exp (↑t • I • H) = 1
⊢ cos (ω * ↑t) • A + sin (ω * ↑t) • B =
    cos (ω * ↑t) •
        (NormedSpace.exp (↑t • I • H) * ((cos (ω * ↑t) • A + sin (ω * ↑t) • B) * NormedSpace.exp (↑t • -(I • H)))) +
      sin (ω * ↑t) • B
```

What went wrong. The single error reports a goal left open at the end of the proof. Its left side is already the desired cos(ωt) A + sin(ωt) B, but on the right the A in the cosine term has become a product with exponentials.

The culprit is `rw [← hG]`. Since `hG` says `G t = A`, the reversed rewrite replaces every A in the goal by `G t`. That is wanted on the left, where A stands between the two propagators, but the right side contains an A as well. `simp only [G, mul_assoc]` then unfolds `G` on both sides. The last `rw` cancels the exponentials on the left, but those on the right are separated by the sum of A and B, so `hc` does not apply to them. The two sides differ, and the `rfl` that `rw` tries at the end cannot close the goal.

With `conv_lhs => rw [← hG]` the rewrite acts only on the left side. The right side keeps its plain A, and after the same cancellations the two sides are identical, so the final `rw` closes the goal.

After these edits no error is left:

```diff
@@ -60,5 +60,5 @@
   have hc := exp_cancel (t : ℂ) (I • H)
   change NormedSpace.exp _ * A * NormedSpace.exp _ = _
-  rw [← hG]
+  conv_lhs => rw [← hG]
   simp only [G, mul_assoc]
   rw [hc, mul_one, ← mul_assoc, hc, one_mul]
```
